# The free energy of a finite-dimensional quantum system is concave in its Hamiltonian at positive temperature

A spin sits in a heat bath while the magnetic field on it is turned from the $z$ direction to the $x$ direction. The Hamiltonian passes from $K\propto\sigma_z$ to $H\propto\sigma_x$ through the mixtures $tH+(1-t)K$, with $0\le t\le1$. Suppose that the free energy is known at both ends. What does this say about the free energy in between?

If $H$ and $K$ commuted, they would share an eigenbasis, and the energy levels of the mixture would be mixtures of their levels. Here they do not commute, and the levels of the mixture have no such simple relation to those at the ends. The free energy nevertheless stays on or above the straight line between its end values:

$$F(tH+(1-t)K)\;\ge\;t\,F(H)+(1-t)\,F(K).$$

This holds for all Hermitian matrices $H$ and $K$ of the same positive size, at any fixed positive temperature.

## Partition function and free energy of a matrix

The basis states are labelled by a finite type `n`, and a Hamiltonian is a complex matrix with rows and columns indexed by `n`.

```lean
import Mathlib

open Matrix

namespace FreeEnergyConcavity

noncomputable section

variable {n : Type*} [Fintype n] [DecidableEq n]
```

The inverse temperature is written $b$, where textbooks usually write $\beta=1/(k_BT)$. The partition function is

$$Z(H)=\operatorname{Re}\,\operatorname{tr}e^{-bH},$$

where `NormedSpace.exp` is the true matrix exponential, not an entrywise one. The real part makes $Z$ a real number by type. For Hermitian $H$ it discards nothing, because the trace turns out to be real.

```lean
/-- The partition function `Z = Re tr exp(-b H)` at inverse temperature `b`. -/
def partitionFn (b : ℝ) (H : Matrix n n ℂ) : ℝ :=
  (NormedSpace.exp ((-b) • H)).trace.re
```

The free energy is $F(H)=-\frac1b\ln Z(H)$, with $b$ held fixed while the Hamiltonian varies.

```lean
/-- The free energy `F = -(1/b) ln Z`, for inverse temperature `b ≠ 0` and `Z > 0`. -/
def freeEnergy (b : ℝ) (H : Matrix n n ℂ) : ℝ :=
  -(1 / b) * Real.log (partitionFn b H)
```

## The trace as a sum of Boltzmann factors

A Hermitian matrix has an orthonormal eigenbasis and real eigenvalues $E_i$. With the eigenvectors as the columns of $U$,

$$U^\dagger U=1,\qquad H=U\,\mathrm{diag}(E_i)\,U^\dagger .$$

This is Mathlib's spectral theorem, restated in the form used below.

```lean
/-- A Hermitian Hamiltonian is diagonal, with real energies, in some orthonormal basis. -/
theorem exists_diagonalisation {H : Matrix n n ℂ} (hH : H.IsHermitian) :
    ∃ (U : Matrix n n ℂ) (E : n → ℝ), Uᴴ * U = 1 ∧
      H = U * diagonal (fun i => (E i : ℂ)) * Uᴴ := by
  refine ⟨hH.eigenvectorUnitary, hH.eigenvalues,
    mem_unitaryGroup_iff'.1 hH.eigenvectorUnitary.2, ?_⟩
  have h := hH.spectral_theorem
  rw [Unitary.conjStarAlgAut_apply] at h
  exact h
```

Since $U^\dagger=U^{-1}$, every power of $-bH$ carries the same outer factors $U$ and $U^\dagger$, and so does the exponential series:

$$e^{-bH}=U\,\mathrm{diag}(e^{-bE_i})\,U^\dagger,\qquad
\operatorname{tr}e^{-bH}=\operatorname{tr}\!\big(U^\dagger U\,\mathrm{diag}(e^{-bE_i})\big)=\sum_i e^{-bE_i}.$$

In the proof, `Matrix.exp_conj` moves the exponential inside the change of basis, `Matrix.trace_mul_comm` brings $U^\dagger$ and $U$ together, and `Matrix.exp_diagonal` reduces the rest to the diagonal entries. The right-hand side is a real number, so the complex trace is real.

```lean
/-- If a unitary `U` diagonalises `H` with real energies `E i`, the trace of `exp(-b H)` is the
sum of the Boltzmann factors `exp(-b E i)`. -/
theorem trace_exp_eq_sum (b : ℝ) {H U : Matrix n n ℂ} {E : n → ℝ} (hU : Uᴴ * U = 1)
    (hH : H = U * diagonal (fun i => (E i : ℂ)) * Uᴴ) :
    (NormedSpace.exp ((-b) • H)).trace = ((∑ i, Real.exp (-b * E i) : ℝ) : ℂ) := by
  have hU' : U * Uᴴ = 1 := mul_eq_one_comm.mp hU
  have hinv : U⁻¹ = Uᴴ := Matrix.inv_eq_right_inv hU'
  have hunit : IsUnit U := ⟨⟨U, Uᴴ, hU', hU⟩, rfl⟩
  have hd : (-b) • diagonal (fun i => (E i : ℂ))
      = diagonal (fun i => ((-b * E i : ℝ) : ℂ)) := by
    ext i j
    by_cases hij : i = j
    · subst hij; simp
    · simp [hij]
  -- the exponential passes through the change of basis, which the trace does not see
  rw [hH, ← Matrix.smul_mul, ← Matrix.mul_smul, hd, ← hinv, Matrix.exp_conj _ _ hunit,
    Matrix.trace_mul_comm, ← Matrix.mul_assoc, hinv, hU, Matrix.one_mul,
    Matrix.exp_diagonal, Matrix.trace_diagonal, Complex.ofReal_sum]
  refine Finset.sum_congr rfl fun i _ => ?_
  -- the exponential of a function is taken value by value
  refine (NormedSpace.map_exp (Pi.evalRingHom (fun _ : n => ℂ) i) (continuous_apply i)
    (fun j => ((-b * E j : ℝ) : ℂ))).trans ?_
  change NormedSpace.exp ((-b * E i : ℝ) : ℂ) = _
  rw [← Complex.exp_eq_exp_ℂ, Complex.ofReal_exp]
```

## Mean energies in an arbitrary basis

Let $W$ satisfy $WW^\dagger=1$. The diagonal entry $i$ of this equation reads

$$\sum_j W_{ij}\overline{W_{ij}}=\sum_j|W_{ij}|^2=1 .$$

If $W_{ij}$ is the overlap of state $i$ of one orthonormal basis with state $j$ of another, this is the normalisation of the transition probabilities. In Lean, $|W_{ij}|^2$ is `Complex.normSq (W i j)`.

```lean
/-- If `W * Wᴴ = 1`, the squared moduli of the entries in each row of `W` sum to one. -/
theorem sum_normSq_row {W : Matrix n n ℂ} (h : W * Wᴴ = 1) (i : n) :
    ∑ j, Complex.normSq (W i j) = 1 := by
  have e : ((∑ j, Complex.normSq (W i j) : ℝ) : ℂ) = (W * Wᴴ) i i := by
    rw [Complex.ofReal_sum, Matrix.mul_apply]
    exact Finset.sum_congr rfl fun j _ => (Complex.mul_conj _).symm
  rw [h, Matrix.one_apply_eq] at e
  exact_mod_cast e
```

Take any orthonormal basis $u_i$, the columns of a unitary $U$. The mean energy in state $u_i$ is $\langle u_i|H|u_i\rangle=(U^\dagger HU)_{ii}$. Let $v_j$ be the eigenvectors of $H$, the columns of $V$, with energies $E_j$, and set $W=U^\dagger V$, so that $W_{ij}=\langle u_i|v_j\rangle$. Then $U^\dagger HU=W\,\mathrm{diag}(E_j)\,W^\dagger$, and

$$\langle u_i|H|u_i\rangle=\sum_j|W_{ij}|^2E_j .$$

The weights in row $i$ are nonnegative and sum to one. Jensen's inequality for the convex exponential gives

$$e^{-b\langle u_i|H|u_i\rangle}\le\sum_j|W_{ij}|^2e^{-bE_j}.$$

Now sum over $i$ and exchange the two sums. The columns of $|W_{ij}|^2$ also sum to one, so

$$\sum_i e^{-b\langle u_i|H|u_i\rangle}\le\sum_j e^{-bE_j}=Z(H).$$

This is the Peierls inequality, here for a complete orthonormal basis of a finite-dimensional space. It holds for every real $b$. The facts `row` and `col` are the two normalisations, `hdiag` is the formula for the mean energy, and the three lines of the final `calc` are Jensen's inequality, the exchange of sums and the evaluation of the trace.

```lean
/-- Peierls inequality: for Hermitian `H` and any orthonormal basis (the columns of `U`), the
Boltzmann factors of the mean energies sum to at most the partition function. -/
theorem peierls_inequality (b : ℝ) {H U : Matrix n n ℂ} (hH : H.IsHermitian)
    (hU : Uᴴ * U = 1) :
    ∑ i, Real.exp (-b * ((Uᴴ * H * U) i i).re) ≤ partitionFn b H := by
  obtain ⟨V, E, hV, hE⟩ := exists_diagonalisation hH
  have hU' : U * Uᴴ = 1 := mul_eq_one_comm.mp hU
  -- `W` holds the overlaps between the chosen basis and the eigenbasis
  obtain ⟨W, hWdef⟩ : ∃ W, W = Uᴴ * V := ⟨_, rfl⟩
  have hW : Wᴴ * W = 1 := by
    rw [hWdef, conjTranspose_mul, conjTranspose_conjTranspose, Matrix.mul_assoc,
      ← Matrix.mul_assoc U, hU', Matrix.one_mul, hV]
  have row := sum_normSq_row (mul_eq_one_comm.mp hW)
  have col : ∀ j, ∑ i, Complex.normSq (W i j) = 1 := by
    intro j
    have h := sum_normSq_row (W := Wᴴ) (by rw [conjTranspose_conjTranspose, hW]) j
    rw [← h]
    exact Finset.sum_congr rfl fun i _ => (Complex.normSq_conj _).symm
  have hconj : Uᴴ * H * U = W * diagonal (fun i => (E i : ℂ)) * Wᴴ := by
    rw [hE, hWdef]
    simp only [conjTranspose_mul, conjTranspose_conjTranspose, Matrix.mul_assoc]
  have hdiag : ∀ i, ((Uᴴ * H * U) i i).re = ∑ j, Complex.normSq (W i j) * E j := by
    intro i
    have e : (Uᴴ * H * U) i i = ((∑ j, Complex.normSq (W i j) * E j : ℝ) : ℂ) := by
      rw [hconj, Matrix.mul_apply, Complex.ofReal_sum]
      refine Finset.sum_congr rfl fun j _ => ?_
      rw [Matrix.mul_diagonal, conjTranspose_apply, Complex.ofReal_mul, ← Complex.mul_conj,
        Complex.star_def]
      ring
    rw [e, Complex.ofReal_re]
  calc ∑ i, Real.exp (-b * ((Uᴴ * H * U) i i).re)
      ≤ ∑ i, ∑ j, Complex.normSq (W i j) * Real.exp (-b * E j) := by
        -- Jensen's inequality in every basis state
        refine Finset.sum_le_sum fun i _ => ?_
        have J := convexOn_exp.map_sum_le (t := Finset.univ)
          (w := fun j => Complex.normSq (W i j)) (p := fun j => -b * E j)
          (fun j _ => Complex.normSq_nonneg _) (row i) (fun _ _ => Set.mem_univ _)
        simp only [smul_eq_mul] at J
        have e : -b * ∑ j, Complex.normSq (W i j) * E j
            = ∑ j, Complex.normSq (W i j) * (-b * E j) := by
          rw [Finset.mul_sum]
          exact Finset.sum_congr rfl fun j _ => by ring
        rw [hdiag, e]
        exact J
    _ = ∑ j, Real.exp (-b * E j) := by
        rw [Finset.sum_comm]
        refine Finset.sum_congr rfl fun j _ => ?_
        rw [← Finset.sum_mul, col j, one_mul]
    _ = partitionFn b H := by
        rw [partitionFn, trace_exp_eq_sum b hV hE, Complex.ofReal_re]
```

In the eigenbasis of $H$ itself the mean energies are the eigenvalues, and the inequality becomes an equality. The partition function is therefore the largest value that the sum over mean energies can take.

```lean
/-- For Hermitian `H` some orthonormal basis turns the Peierls inequality into an equality. -/
theorem peierls_attained (b : ℝ) {H : Matrix n n ℂ} (hH : H.IsHermitian) :
    ∃ U : Matrix n n ℂ, Uᴴ * U = 1 ∧
      partitionFn b H = ∑ i, Real.exp (-b * ((Uᴴ * H * U) i i).re) := by
  obtain ⟨U, E, hU, hE⟩ := exists_diagonalisation hH
  refine ⟨U, hU, ?_⟩
  have e : Uᴴ * H * U = diagonal (fun i => (E i : ℂ)) := by
    calc Uᴴ * H * U = (Uᴴ * U) * diagonal (fun i => (E i : ℂ)) * (Uᴴ * U) := by
          rw [hE]; simp only [Matrix.mul_assoc]
      _ = _ := by rw [hU, Matrix.one_mul, Matrix.mul_one]
  rw [partitionFn, trace_exp_eq_sum b hU hE, Complex.ofReal_re, e]
  simp only [diagonal_apply_eq, Complex.ofReal_re]
```

If there is at least one basis state, $Z(H)$ is a nonempty sum of positive exponentials. Hence $Z(H)>0$, and its logarithm is the one meant in thermodynamics.

```lean
/-- The partition function of a Hermitian Hamiltonian on a nonzero space is positive. -/
theorem partitionFn_pos [Nonempty n] (b : ℝ) {H : Matrix n n ℂ} (hH : H.IsHermitian) :
    0 < partitionFn b H := by
  obtain ⟨U, -, hZ⟩ := peierls_attained b hH
  rw [hZ]
  exact Finset.sum_pos (fun i _ => Real.exp_pos _) Finset.univ_nonempty
```

## From the Peierls inequality to concavity

Write $M=tH+(1-t)K$ and let $u_i$ be an orthonormal eigenbasis of $M$. Put $h_i=\langle u_i|H|u_i\rangle$ and $k_i=\langle u_i|K|u_i\rangle$. Expectation values are linear in the operator, so the energies of $M$ are $t h_i+(1-t)k_i$ and

$$Z(M)=\sum_i e^{-b(t h_i+(1-t)k_i)} .$$

This is where non-commutation is dealt with: $h_i$ and $k_i$ are mean values in a common basis, and in general they are not eigenvalues of $H$ and $K$.

Let $L=t\ln Z(H)+(1-t)\ln Z(K)$. Convexity of the exponential, applied at the points $-bh_i-\ln Z(H)$ and $-bk_i-\ln Z(K)$, gives

$$e^{-b(t h_i+(1-t)k_i)-L}\le t\,\frac{e^{-bh_i}}{Z(H)}+(1-t)\,\frac{e^{-bk_i}}{Z(K)} .$$

Multiply by $e^L$ and sum over $i$. By the Peierls inequality for $H$ and for $K$, each normalised sum is at most one:

$$Z(M)\le e^L\Big[t\,\frac{\sum_ie^{-bh_i}}{Z(H)}+(1-t)\,\frac{\sum_ie^{-bk_i}}{Z(K)}\Big]\le e^L .$$

Taking logarithms yields $\ln Z(M)\le t\ln Z(H)+(1-t)\ln Z(K)$. Multiplication by $-1/b$, which is negative, reverses the inequality and gives the concavity of $F$.

The theorem `freeEnergy_concave` states this result with the smaller side on the left. `[Nonempty n]` says that there is at least one basis state, `hb` that the temperature is positive and finite, `ht0` and `ht1` that $t$ lies in $[0,1]$, and `hH` and `hK` that both Hamiltonians are Hermitian. No hypothesis relates $H$ to $K$. In the proof, `hm` is the linearity of the mean energies, `pH` and `pK` are the two normalised Peierls bounds, `key` is the convexity step for each $i$, and `hle` is the bound $Z(M)\le e^L$.

```lean
/-- Concavity of the quantum free energy: for `b > 0`, on a nonzero finite-dimensional space,
`F(t H + (1-t) K) ≥ t F(H) + (1-t) F(K)` for Hermitian `H`, `K` and `0 ≤ t ≤ 1`. -/
theorem freeEnergy_concave [Nonempty n] {b t : ℝ} (hb : 0 < b) (ht0 : 0 ≤ t) (ht1 : t ≤ 1)
    {H K : Matrix n n ℂ} (hH : H.IsHermitian) (hK : K.IsHermitian) :
    t * freeEnergy b H + (1 - t) * freeEnergy b K ≤ freeEnergy b (t • H + (1 - t) • K) := by
  have hM : (t • H + (1 - t) • K).IsHermitian := by
    simp only [IsHermitian, conjTranspose_add, conjTranspose_smul, star_trivial, hH.eq, hK.eq]
  have hA := partitionFn_pos b hH
  have hB := partitionFn_pos b hK
  have hs : 0 ≤ 1 - t := sub_nonneg.2 ht1
  -- work in the eigenbasis of the mixture, with mean energies `h i` and `k i`
  obtain ⟨U, hU, hZ⟩ := peierls_attained b hM
  obtain ⟨h, hh⟩ : ∃ h : n → ℝ, ∀ i, h i = ((Uᴴ * H * U) i i).re := ⟨_, fun _ => rfl⟩
  obtain ⟨k, hk⟩ : ∃ k : n → ℝ, ∀ i, k i = ((Uᴴ * K * U) i i).re := ⟨_, fun _ => rfl⟩
  have hm : ∀ i, ((Uᴴ * (t • H + (1 - t) • K) * U) i i).re = t * h i + (1 - t) * k i := by
    intro i
    simp only [Matrix.mul_add, Matrix.add_mul, Matrix.mul_smul, Matrix.smul_mul,
      Matrix.add_apply, Matrix.smul_apply, Complex.add_re, Complex.smul_re, smul_eq_mul, hh, hk]
  have pH : (∑ i, Real.exp (-b * h i)) / partitionFn b H ≤ 1 := by
    rw [div_le_one hA]
    simpa only [hh] using peierls_inequality b hH hU
  have pK : (∑ i, Real.exp (-b * k i)) / partitionFn b K ≤ 1 := by
    rw [div_le_one hB]
    simpa only [hk] using peierls_inequality b hK hU
  obtain ⟨L, hL⟩ : ∃ L, L = t * Real.log (partitionFn b H)
    + (1 - t) * Real.log (partitionFn b K) := ⟨_, rfl⟩
  -- convexity of the exponential, applied to normalised Boltzmann factors
  have key : ∀ i, Real.exp (-b * (t * h i + (1 - t) * k i)) ≤
      Real.exp L * (t * (Real.exp (-b * h i) / partitionFn b H)
        + (1 - t) * (Real.exp (-b * k i) / partitionFn b K)) := by
    intro i
    have c := convexOn_exp.2 (Set.mem_univ (-b * h i - Real.log (partitionFn b H)))
      (Set.mem_univ (-b * k i - Real.log (partitionFn b K))) ht0 hs (by ring)
    simp only [smul_eq_mul, Real.exp_sub, Real.exp_log hA, Real.exp_log hB] at c
    refine le_trans (le_of_eq ?_) (mul_le_mul_of_nonneg_left c (Real.exp_pos L).le)
    rw [← Real.exp_add, hL]
    congr 1
    ring
  have hle : partitionFn b (t • H + (1 - t) • K) ≤ Real.exp L := by
    rw [hZ]
    simp only [hm]
    refine (Finset.sum_le_sum fun i _ => key i).trans ?_
    rw [← Finset.mul_sum, Finset.sum_add_distrib, ← Finset.mul_sum, ← Finset.mul_sum,
      ← Finset.sum_div, ← Finset.sum_div]
    refine mul_le_of_le_one_right (Real.exp_pos L).le ?_
    linarith [mul_le_mul_of_nonneg_left pH ht0, mul_le_mul_of_nonneg_left pK hs]
  have hlog := (Real.log_le_iff_le_exp (partitionFn_pos b hM)).2 hle
  have hfin := mul_le_mul_of_nonneg_left hlog (one_div_pos.2 hb).le
  rw [hL] at hfin
  unfold freeEnergy
  linarith

end

end FreeEnergyConcavity
```

```lean
#print axioms FreeEnergyConcavity.freeEnergy_concave
-- 'FreeEnergyConcavity.freeEnergy_concave' depends on axioms: [propext, Classical.choice, Quot.sound]
```

## The turning field in numbers

Take $H=-\sigma_x$ and $K=-\sigma_z$, with half the level splitting at either end as the unit of energy, and $b=1$. Both have eigenvalues $\pm1$, so $F(H)=F(K)=-\ln(2\cosh1)\approx-1.127$. Halfway, at $t=\tfrac12$, the mixture has eigenvalues $\pm1/\sqrt2$, and $F=-\ln(2\cosh(1/\sqrt2))\approx-0.925$. This lies above the line between the ends, which is flat at $-1.127$. The rise comes from the field being weaker halfway, by a factor $1/\sqrt2$: a field turned at constant strength would leave the eigenvalues, and with them $F$, unchanged.

The Peierls inequality is visible in the same numbers. In the $\sigma_z$ basis the mixture has mean energies $\pm\tfrac12$, and $2\cosh\tfrac12\approx2.255$ is below the true partition function, $2\cosh(1/\sqrt2)\approx2.521$.

In an exact-diagonalisation study of a finite lattice model, the same inequality applies to a coupling that is switched on linearly at fixed temperature: the free energies at two values of the coupling give a lower bound at every value between them. For a spin the matrix is the whole Hamiltonian. For a molecule or an oscillator, the matrix comes from truncating an infinite-dimensional space to a finite basis set, and the passage from the truncated free energy to the full one needs a separate argument.

## Imaginary energies can break the inequality

Effective Hamiltonians with gain or loss can have complex energies, and are then not Hermitian. The formula for $Z$ above can still be evaluated, and so can the one for $F$ when $Z>0$, but only as formal expressions, not as equilibrium quantities. One basis state, with gain in $H$ and loss in $K$, is enough to see concavity fail. Let $H$ be the $1\times1$ matrix with entry $i\pi/(3b)$, where $i$ is now the imaginary unit, and let $K=-H$. Then

$$Z(H)=Z(K)=\cos\frac{\pi}{3}=\frac12,\qquad F(H)=F(K)=\frac{\ln2}{b}>0 .$$

The equal mixture is the zero matrix, with $Z=1$ and $F=0$, which lies below the average of the end values. These two matrices commute and are diagonal, so an orthonormal eigenbasis, even a shared one, is not enough for concavity when the eigenvalues may be complex.
